# A three-level coupled-cluster model whose roots diverge at a finite coupling and then turn imaginary

Take three levels, numbered 0, 1 and 2: a reference, a single excitation and a double excitation. Let the reference couple to the single with strength 1 and the single to the double with strength 2, and let all other matrix elements of the Hamiltonian, including the diagonal ones, be zero. With one amplitude $t$ and an excitation operator that raises each level to the next with factor 1, the coupled-cluster state is $(1, t, t^2/2)$. Projecting the Schrödinger equation on the first two levels gives

$$t = E, \qquad 1 + t^2 = E\,t .$$

Together they demand $1 + t^2 = t^2$, which no real or complex $t$ satisfies. The Hamiltonian itself is an ordinary symmetric matrix with eigenvalues $0$ and $\pm\sqrt5$. The failure comes from the quadratic term that the double excitation feeds back into the singles equation: at this coupling it cancels $Et$ exactly.

## Coupled-cluster roots against exact energies

For a general real coupling $b$ between levels 1 and 2, the Hamiltonian and the state are

$$H(b)=\begin{pmatrix}0&1&0\\1&0&b\\0&b&0\end{pmatrix},\qquad \psi(t)=\begin{pmatrix}1\\t\\t^2/2\end{pmatrix}.$$

The zero diagonal makes the three levels degenerate before coupling, and $b$ is measured in units of the reference–single coupling. The truncated equations $(H\psi)_0=E$ and $(H\psi)_1=Et$ hold exactly when

$$t=E \quad\text{and}\quad E^2(2-b)=2,$$

while the exact energies are $0$ and $\pm\sqrt{1+b^2}$.

| $b$ | coupled-cluster roots | nonzero exact energies |
|---|---|---|
| 0 | $\pm1$ | $\pm1$ |
| 1 | $\pm\sqrt2$ | $\pm\sqrt2$ |
| 1.5 | $\pm2$ | $\pm\sqrt{3.25}\approx\pm1.803$ |
| 2 | none | $\pm\sqrt5\approx\pm2.236$ |
| 3 | $\pm i\sqrt2$ | $\pm\sqrt{10}\approx\pm3.162$ |

The state $\psi(t)$ has reference component 1 and norm $1+|t|^2/2$. After normalisation the reference carries weight $(1+|t|^2/2)^{-2}$, which is $1/9$ at $b=1.5$ and tends to zero as $b$ rises to 2.

## What a converged residual says about the energy

A coupled-cluster code that solves projected amplitude equations relies on their having a root, and on that root giving a useful energy. This three-level, one-amplitude model supplies closed-form answers against which a small solver can be checked, including cases where either expectation fails.

After the substitution $E=t$, the singles residual is $1-(2-b)t^2/2$. For $b\ge2$ and real $t$ it is at least 1, so a solver in real arithmetic cannot drive it to zero, whatever its damping or starting point. For $b=1.5$ the residual can vanish, yet the lower root $-2$ lies below the true ground energy. A converged energy from the truncated equations is therefore not guaranteed to be an upper bound to the ground energy.

## From the components of $H\psi$ to one quadratic equation

Let $X$ raise level 0 to level 1 and level 1 to level 2, and annihilate level 2. Then $X^3=0$, the exponential series stops, and

$$e^{tX}\begin{pmatrix}1\\0\\0\end{pmatrix}=\left(1+tX+\tfrac{t^2}{2}X^2\right)\begin{pmatrix}1\\0\\0\end{pmatrix}=\psi(t).$$

Multiplying by the Hamiltonian gives

$$H\psi=\left(t,\;1+\tfrac{b\,t^2}{2},\;b\,t\right).$$

The equation for level 0 is $t=E$. Substituted into the equation for level 1, it gives $1+bE^2/2=E^2$, and doubling and rearranging gives $E^2(2-b)=2$. Each step can be reversed.

- For $b<2$, $E=\pm\sqrt{2/(2-b)}$. As $b$ rises to 2 the denominator tends to zero through positive values, so the positive root grows without bound.
- For $b=2$ the equation reads $0=2$.
- For $b>2$, $E^2=-2/(b-2)$, hence $E=\pm i\sqrt{2/(b-2)}$.

The case $b=2$ has to be split off before dividing by $2-b$. In Lean the expression $2/(2-b)$ still has a value at $b=2$, because division by zero returns zero there, and the formula would offer the false root $E=0$. The root formula extended to $b=2$ would therefore be a false statement, and the lemma that clears the denominator asks for a proof that $2-b\neq0$.

For the exact energies, let $v\neq0$ satisfy $Hv=Ev$:

$$v_1=Ev_0,\qquad v_0+bv_2=Ev_1,\qquad bv_1=Ev_2.$$

Suppose $E\ne0$. Multiplying the middle equation by $E$ and using the other two gives $v_1(1+b^2-E^2)=0$. If $v_1=0$, the outer equations force $v_0=v_2=0$, which is excluded, so $E^2=1+b^2$. Conversely, normalised eigenvectors are

$$\frac{(b,0,-1)}{\sqrt{1+b^2}}\quad(E=0),\qquad \frac{(1,E,b)}{\sqrt{2(1+b^2)}}\quad(E=\pm\sqrt{1+b^2}).$$

The comparison between the two sets of energies rests on

$$2-(2-b)(1+b^2)=b(b-1)^2 .$$

A coupled-cluster root is never zero, so it is exact only if $E^2=1+b^2$. Inserting this into $E^2(2-b)=2$ gives $(1+b^2)(2-b)=2$, so the left side of the identity above vanishes and $b=0$ or $b=1$; at both values the roots are indeed exact. For $b<2$, the lower root is below the ground energy when $2/(2-b)>1+b^2$, that is, when $b(b-1)^2>0$. This means $b>0$ and $b\neq1$.

The state is a stricter test. The omitted equation for level 2 is $bt=Et^2/2$. With $t=E\ne0$ it becomes $E^2=2b$, and then $2b(2-b)=2$, or $(b-1)^2=0$. At $b=1$ the roots satisfy $E^2=2$ and the omitted equation holds. At $b=0$ the energy is right but the state is wrong, since it has a component $1/2$ on a level that is decoupled.

## The model and its roots in Lean

```lean
import Mathlib

open Matrix Filter Topology

namespace TruncatedCoupledCluster

noncomputable section

/-- The three-level Hamiltonian: the reference couples to the single excitation with strength 1,
and the single to the double excitation with strength `b`. -/
def ham (b : ℝ) : Matrix (Fin 3) (Fin 3) ℂ :=
  !![0, 1, 0; 1, 0, (b : ℂ); 0, (b : ℂ), 0]

/-- The excitation operator, which raises level 0 to level 1 and level 1 to level 2, and annihilates
level 2. -/
def excitation : Matrix (Fin 3) (Fin 3) ℂ :=
  !![0, 0, 0; 1, 0, 0; 0, 1, 0]

/-- The coupled-cluster state with amplitude `t`. -/
def ccState (t : ℂ) : Fin 3 → ℂ := ![1, t, t ^ 2 / 2]

/-- The truncated coupled-cluster equations: the Schrödinger equation projected on the reference
and on the single excitation. -/
def IsCCSolution (b : ℝ) (t E : ℂ) : Prop :=
  (ham b *ᵥ ccState t) 0 = E ∧ (ham b *ᵥ ccState t) 1 = E * t

/-- `E` is an exact energy: the Hamiltonian has a nonzero eigenvector with eigenvalue `E`. -/
def IsEnergy (b : ℝ) (E : ℂ) : Prop :=
  ∃ v : Fin 3 → ℂ, v ≠ 0 ∧ ham b *ᵥ v = E • v

/-- The cube of the excitation operator vanishes, and the coupled-cluster state is the exponential
series of `t` times this operator, up to second order, applied to the reference. -/
theorem ccState_eq_exp_series (t : ℂ) :
    excitation ^ 3 = 0 ∧
      ccState t = (1 + t • excitation + (t ^ 2 / 2) • excitation ^ 2) *ᵥ ![1, 0, 0] := by
  have hsq : excitation ^ 2 = !![0, 0, 0; 0, 0, 0; 1, 0, 0] := by
    rw [pow_two]
    ext i j : 2
    fin_cases i <;> fin_cases j <;> simp [excitation, Matrix.mul_apply, Fin.sum_univ_three]
  constructor
  · rw [pow_succ, hsq]
    ext i j : 2
    fin_cases i <;> fin_cases j <;> simp [excitation, Matrix.mul_apply, Fin.sum_univ_three]
  · rw [hsq]
    funext i
    fin_cases i <;>
      simp [ccState, excitation, Matrix.mulVec, dotProduct, Fin.sum_univ_three, Matrix.one_apply]

/-- The action of the Hamiltonian on a state, by components. -/
lemma ham_mulVec (b : ℝ) (v : Fin 3 → ℂ) :
    ham b *ᵥ v = ![v 1, v 0 + b * v 2, b * v 1] := by
  funext i
  fin_cases i <;> simp [ham, Matrix.mulVec, dotProduct, Fin.sum_univ_three]

/-- The complex square roots of a nonnegative real number. -/
lemma sq_eq_ofReal_iff {r : ℝ} (hr : 0 ≤ r) (E : ℂ) :
    E ^ 2 = (r : ℂ) ↔ E = (√r : ℝ) ∨ E = -(√r : ℝ) := by
  have h : ((√r : ℝ) : ℂ) ^ 2 = (r : ℂ) := by
    rw [← Complex.ofReal_pow, Real.sq_sqrt hr]
  rw [← h]
  exact sq_eq_sq_iff_eq_or_eq_neg

/-- The truncated equations say that the amplitude equals the energy and that
`E² (2 - b) = 2`. -/
theorem isCCSolution_iff (b : ℝ) (t E : ℂ) :
    IsCCSolution b t E ↔ t = E ∧ E ^ 2 * (2 - (b : ℂ)) = 2 := by
  unfold IsCCSolution
  rw [ham_mulVec]
  constructor
  · rintro ⟨h0, h1⟩
    change t = E at h0
    change 1 + (b : ℂ) * (t ^ 2 / 2) = E * t at h1
    rw [h0] at h1
    exact ⟨h0, by linear_combination (-2) * h1⟩
  · rintro ⟨h0, h⟩
    refine ⟨h0, ?_⟩
    change 1 + (b : ℂ) * (t ^ 2 / 2) = E * t
    rw [h0]
    linear_combination (-1 / 2) * h

/-- An exact energy is zero or has square `1 + b²`, and all such numbers are exact energies. -/
lemma isEnergy_iff_sq (b : ℝ) (E : ℂ) :
    IsEnergy b E ↔ E = 0 ∨ E ^ 2 = 1 + (b : ℂ) ^ 2 := by
  constructor
  · rintro ⟨v, hv, h⟩
    rw [ham_mulVec] at h
    have h0 : v 1 = E * v 0 := congrFun h 0
    have h1 : v 0 + b * v 2 = E * v 1 := congrFun h 1
    have h2 : b * v 1 = E * v 2 := congrFun h 2
    by_cases hE : E = 0
    · exact Or.inl hE
    right
    -- eliminate the outer components
    have key : v 1 * (E ^ 2 - (1 + (b : ℂ) ^ 2)) = 0 := by
      linear_combination (-E) * h1 - h0 - (b : ℂ) * h2
    rcases mul_eq_zero.mp key with h3 | h3
    · exfalso
      have a0 : v 0 = 0 := (mul_eq_zero.mp (h0.symm.trans h3)).resolve_left hE
      have a2 : v 2 = 0 := by
        rw [h3, mul_zero] at h2
        exact (mul_eq_zero.mp h2.symm).resolve_left hE
      apply hv
      funext i
      fin_cases i
      · exact a0
      · exact h3
      · exact a2
    · exact sub_eq_zero.mp h3
  · rintro (rfl | h)
    · refine ⟨![(b : ℂ), 0, -1], fun h => by simpa using congrFun h 2, ?_⟩
      rw [ham_mulVec]
      funext i
      fin_cases i
      · change (0 : ℂ) = 0 * (b : ℂ); ring
      · change (b : ℂ) + b * (-1) = 0 * 0; ring
      · change (b : ℂ) * 0 = 0 * (-1); ring
    · refine ⟨![1, E, (b : ℂ)], fun h => by simpa using congrFun h 0, ?_⟩
      rw [ham_mulVec]
      funext i
      fin_cases i
      · change E = E * 1; ring
      · change 1 + (b : ℂ) * b = E * E; linear_combination -h
      · change (b : ℂ) * E = E * b; ring

/-- The exact energies are `0` and `±√(1 + b²)`. -/
theorem isEnergy_iff (b : ℝ) (E : ℂ) :
    IsEnergy b E ↔ E = 0 ∨ E = (√(1 + b ^ 2) : ℝ) ∨ E = -(√(1 + b ^ 2) : ℝ) := by
  have hc : ((1 + b ^ 2 : ℝ) : ℂ) = 1 + (b : ℂ) ^ 2 := by simp
  rw [isEnergy_iff_sq, ← hc, sq_eq_ofReal_iff (by positivity)]

/-- The coupled-cluster roots are `±√(2/(2-b))` for `b < 2`, do not exist at `b = 2`, and are
the purely imaginary numbers `±i√(2/(b-2))` for `b > 2`. -/
theorem cc_roots (b : ℝ) (t E : ℂ) :
    (b < 2 → (IsCCSolution b t E ↔
      t = E ∧ (E = (√(2 / (2 - b)) : ℝ) ∨ E = -(√(2 / (2 - b)) : ℝ)))) ∧
    (b = 2 → ¬ IsCCSolution b t E) ∧
    (2 < b → (IsCCSolution b t E ↔
      t = E ∧ (E = Complex.I * (√(2 / (b - 2)) : ℝ) ∨
        E = -(Complex.I * (√(2 / (b - 2)) : ℝ))))) := by
  refine ⟨fun hb => ?_, fun hb => ?_, fun hb => ?_⟩
  · have hpos : 0 < 2 - b := sub_pos.2 hb
    have hne : (2 : ℂ) - b ≠ 0 := by exact_mod_cast hpos.ne'
    have hc : ((2 / (2 - b) : ℝ) : ℂ) = 2 / (2 - (b : ℂ)) := by simp
    rw [isCCSolution_iff, ← sq_eq_ofReal_iff (by positivity), hc, eq_div_iff hne]
  · subst hb
    rw [isCCSolution_iff]
    rintro ⟨_, h⟩
    norm_num at h
  · have hpos : 0 < b - 2 := sub_pos.2 hb
    have hne : (2 : ℂ) - b ≠ 0 := by exact_mod_cast (sub_neg.2 hb).ne
    have hr : √(2 / (b - 2)) ^ 2 * (b - 2) = 2 := by
      rw [Real.sq_sqrt (by positivity), div_mul_cancel₀ _ hpos.ne']
    have hs : ((√(2 / (b - 2)) : ℝ) : ℂ) ^ 2 * ((b : ℂ) - 2) = 2 := by exact_mod_cast hr
    -- the square of the imaginary root is the negative number 2/(2-b)
    have hI : (Complex.I * (√(2 / (b - 2)) : ℝ)) ^ 2 = 2 / (2 - (b : ℂ)) := by
      rw [eq_div_iff hne]
      linear_combination hs +
        ((√(2 / (b - 2)) : ℝ) : ℂ) ^ 2 * (2 - (b : ℂ)) * Complex.I_sq
    rw [isCCSolution_iff, ← sq_eq_sq_iff_eq_or_eq_neg, hI, eq_div_iff hne]

/-- The expression `√(2/(2-b))` grows without bound as `b` tends to 2 from below. -/
theorem cc_root_diverges :
    Tendsto (fun b : ℝ => √(2 / (2 - b))) (𝓝[<] 2) atTop := by
  have h0 : Tendsto (fun b : ℝ => 2 - b) (𝓝 2) (𝓝 0) :=
    Continuous.tendsto' (by fun_prop) 2 0 (by norm_num)
  have h1 : Tendsto (fun b : ℝ => 2 - b) (𝓝[<] 2) (𝓝[>] 0) := by
    refine tendsto_nhdsWithin_iff.2 ⟨h0.mono_left nhdsWithin_le_nhds, ?_⟩
    filter_upwards [self_mem_nhdsWithin] with b hb
    have hb' : b < 2 := hb
    change (0 : ℝ) < 2 - b
    linarith
  have h2 := (tendsto_inv_nhdsGT_zero.comp h1).const_mul_atTop (zero_lt_two' ℝ)
  simp only [div_eq_mul_inv]
  exact Real.tendsto_sqrt_atTop.comp h2

/-- A coupled-cluster energy is an exact energy only for `b = 0` and `b = 1`, and there it
always is. -/
theorem cc_energy_exact_iff {b : ℝ} {t E : ℂ} (h : IsCCSolution b t E) :
    IsEnergy b E ↔ b = 0 ∨ b = 1 := by
  obtain ⟨_, hE⟩ := (isCCSolution_iff b t E).1 h
  rw [isEnergy_iff_sq]
  constructor
  · rintro (h0 | h1)
    · rw [h0] at hE
      norm_num at hE
    · have hc : (b : ℂ) * ((b : ℂ) - 1) ^ 2 = 0 := by
        linear_combination (2 - (b : ℂ)) * h1 - hE
      have hr : b * (b - 1) ^ 2 = 0 := by exact_mod_cast hc
      rcases mul_eq_zero.1 hr with h2 | h2
      · exact Or.inl h2
      · exact Or.inr (sub_eq_zero.1 ((pow_eq_zero_iff two_ne_zero).1 h2))
  · rintro (rfl | rfl)
    · right
      push_cast at hE ⊢
      linear_combination hE / 2
    · right
      push_cast at hE ⊢
      linear_combination hE

/-- The coupled-cluster state of a solution satisfies the full Schrödinger equation exactly when
`b = 1`. -/
theorem cc_state_exact_iff {b : ℝ} {t E : ℂ} (h : IsCCSolution b t E) :
    ham b *ᵥ ccState t = E • ccState t ↔ b = 1 := by
  obtain ⟨ht, hE⟩ := (isCCSolution_iff b t E).1 h
  constructor
  · intro hv
    rw [ham_mulVec] at hv
    -- the projection on the double excitation is the equation left out by the truncation
    have h2 : (b : ℂ) * t = E * (t ^ 2 / 2) := congrFun hv 2
    rw [ht] at h2
    have hne : E ≠ 0 := by
      intro h0
      rw [h0] at hE
      norm_num at hE
    have h3 : E * (E ^ 2 - 2 * (b : ℂ)) = 0 := by linear_combination (-2) * h2
    have h4 := (mul_eq_zero.1 h3).resolve_left hne
    have hc : ((b : ℂ) - 1) ^ 2 = 0 := by
      linear_combination (-1 / 2) * hE + (2 - (b : ℂ)) / 2 * h4
    have hr : (b - 1) ^ 2 = 0 := by exact_mod_cast hc
    exact sub_eq_zero.1 ((pow_eq_zero_iff two_ne_zero).1 hr)
  · rintro rfl
    have h3 : ((1 : ℝ) : ℂ) * t = E * (t ^ 2 / 2) := by
      rw [ht]
      push_cast at hE ⊢
      linear_combination (-E / 2) * hE
    funext i
    fin_cases i
    · exact h.1.trans (mul_one E).symm
    · exact h.2
    · rw [ham_mulVec]
      exact h3

/-- For `b < 2` the number `-√(2/(2-b))` is strictly less than `-√(1 + b²)` exactly when `b` is
positive and different from 1. -/
theorem cc_below_ground_iff {b : ℝ} (hb : b < 2) :
    -√(2 / (2 - b)) < -√(1 + b ^ 2) ↔ 0 < b ∧ b ≠ 1 := by
  rw [neg_lt_neg_iff, Real.sqrt_lt_sqrt_iff (by positivity), lt_div_iff₀ (sub_pos.2 hb)]
  have key : 2 - (1 + b ^ 2) * (2 - b) = b * (b - 1) ^ 2 := by ring
  constructor
  · intro h
    have hp : 0 < b * (b - 1) ^ 2 := by linarith
    refine ⟨pos_of_mul_pos_left hp (sq_nonneg _), ?_⟩
    rintro rfl
    norm_num at hp
  · rintro ⟨h0, h1⟩
    have h2 : b - 1 ≠ 0 := sub_ne_zero.2 h1
    have hp : 0 < b * (b - 1) ^ 2 := by positivity
    linarith

end

end TruncatedCoupledCluster
```

```lean
#print axioms TruncatedCoupledCluster.isEnergy_iff
-- 'TruncatedCoupledCluster.isEnergy_iff' depends on axioms: [propext, Classical.choice, Quot.sound]
#print axioms TruncatedCoupledCluster.cc_roots
-- 'TruncatedCoupledCluster.cc_roots' depends on axioms: [propext, Classical.choice, Quot.sound]
#print axioms TruncatedCoupledCluster.cc_state_exact_iff
-- 'TruncatedCoupledCluster.cc_state_exact_iff' depends on axioms: [propext, Classical.choice, Quot.sound]
#print axioms TruncatedCoupledCluster.cc_below_ground_iff
-- 'TruncatedCoupledCluster.cc_below_ground_iff' depends on axioms: [propext, Classical.choice, Quot.sound]
```

## Definitions, theorems and the steps they encode

`ham b` is the Hamiltonian with real `b` and complex entries, and `ccState t` is the unnormalised state. The components `0`, `1` and `2` are the levels above. `IsCCSolution b t E` contains the two projected equations and leaves out the third. `IsEnergy b E` asks for a nonzero eigenvector, without which every number would qualify.

`ccState_eq_exp_series` proves that `excitation`, the matrix $X$, has zero cube and that the second-order polynomial generates the state. `ham_mulVec` computes the product $Hv$ by components. In `isCCSolution_iff`, the `linear_combination` steps carry out the doubling and rearranging after $t$ has been replaced by $E$, once in each direction.

`isEnergy_iff_sq` follows the elimination above: its `key` is the product that must vanish, and the converse supplies the two kinds of eigenvector without their normalising factors. `isEnergy_iff` then takes the square root, using `sq_eq_ofReal_iff`.

`cc_roots` states the three regimes for arbitrary complex `t` and `E`. For $b>2$ its proof squares the proposed imaginary root and recovers $2/(2-b)$. `cc_root_diverges` is a limit from the left, written with `𝓝[<] 2`: the proof sends $2-b$ to zero from above, its inverse to infinity, and then applies the factor 2 and the square root.

`cc_energy_exact_iff` and `cc_state_exact_iff` both start from a given solution. They reduce to $b(b-1)^2=0$ and $(b-1)^2=0$, first over the complex numbers and then over the reals. `cc_below_ground_iff` compares the two explicit lower energies for $b<2$; `cc_roots` and `isEnergy_iff` identify them as the coupled-cluster root and the ground energy.

## Complex amplitudes, one fixed ladder and no iteration

The amplitude and the energy are complex, so the imaginary pair for $b>2$ consists of genuine solutions of the truncated equations, although the Hamiltonian is Hermitian and its spectrum is real. Had `t` and `E` been declared real, the result for $b<2$ would be the same, but the last regime would read "no solution", as at $b=2$. That version matches a code in real arithmetic, but it hides where the roots go.

The theorems concern this one family of $3\times3$ matrices, with degenerate levels and unit steps in the excitation ladder. The nonzero coupling between the reference and the single excitation excludes a Hartree–Fock reference, for which Brillouin's theorem makes that coupling vanish. They describe the solution set of the equations and not the behaviour of an algorithm, so they give no convergence rate or basin of attraction. They also don't locate a breakdown in any molecular calculation, where there are usually many amplitudes and the couplings are not a single adjustable number.
